# A fermionic polynomial of degree at most N − 1 in each of its N variables is a multiple of the filled lowest Landau level

A many-particle wavefunction built from finitely many angular-momentum orbitals of the lowest Landau level is represented here by its polynomial part alone. In the symmetric gauge, with magnetic length 1, the full wavefunction is
$$\Psi = P(z_0,\dots,z_{N-1})\,e^{-\sum_i |z_i|^2/4},$$
where $z_i=x_i+\mathrm{i}\,y_i$ is the complex position of particle $i$, and the magnetic field points in the direction for which the lowest level contains powers of $z$ rather than of $\bar z$. The Gaussian is the same for every state and unchanged by exchanges, so only $P$ matters, and it has the type `MvPolynomial (Fin N) ℂ`. Particles are numbered from 0, as in `Fin N`. On the infinite plane the level has infinitely many orbitals; "filled" means here that $N$ particles occupy the $N$ orbitals of lowest angular momentum, $1,z,\dots,z^{N-1}$, once each.

```lean
import Mathlib

open MvPolynomial

namespace FilledLandauLevel

noncomputable section
```

## Polynomial in the coordinates

Physically, this hypothesis confines the particles to the lowest Landau level, with single-particle orbitals $1, z, z^2, \dots$. Write
$$P=\sum_d a_d\, z^d,\qquad z^d=\prod_i z_i^{d_i}.$$
The exponent $d_i$ is the orbital of particle $i$, and $a_d$ is the amplitude with respect to these unnormalised orbitals, `coeff d P` in Lean. Both the derivation and the proof compare these amplitudes one by one.

If $\bar z_i$ were also allowed, higher Landau levels would enter and uniqueness would fail: for two particles, $\bar z_1-\bar z_0$ is antisymmetric and has degree zero in each $z_i$.

## Sign change under exchange

This is Fermi statistics for particles without an active spin degree of freedom. An exchange acts by renaming variables.

```lean
/-- A polynomial wavefunction of `N` particles is fermionic if it changes sign under every
exchange of two particles. -/
def IsFermionic {N : ℕ} (P : MvPolynomial (Fin N) ℂ) : Prop :=
  ∀ i j : Fin N, i ≠ j → rename (Equiv.swap i j) P = -P
```

The candidate state is $\Delta=\prod_{i<j}(z_j-z_i)$. Its reference occupation is $\lambda=(0,1,\dots,N-1)$, called `ladder N`.

```lean
/-- The polynomial part of the filled lowest Landau level: the product of `z_j - z_i` over all
pairs `i < j`. -/
def filledLevel (N : ℕ) : MvPolynomial (Fin N) ℂ :=
  ∏ i : Fin N, ∏ j ∈ Finset.Ioi i, (X j - X i)

/-- The occupation in which particle `i` sits in the orbital `z ^ i`, for `i = 0, ..., N - 1`. -/
def ladder (N : ℕ) : Fin N →₀ ℕ :=
  Finsupp.equivFunOnFinite.symm (fun i => (i : ℕ))
```

A permutation $\sigma$ moves occupations by $(\sigma d)_k=d_{\sigma^{-1}(k)}$, which is `Finsupp.mapDomain σ d`. For the reference occupation, $(\sigma\lambda)_k=\sigma^{-1}(k)$.

```lean
/-- After the particles are permuted by `σ`, particle `k` sits in the orbital that belonged
to particle `σ⁻¹ k`. -/
theorem ladder_perm_apply {N : ℕ} (σ : Equiv.Perm (Fin N)) (k : Fin N) :
    Finsupp.mapDomain σ (ladder N) k = (σ.symm k : ℕ) := by
  rw [Finsupp.mapDomain_equiv_apply]
  rfl
```

Let $s$ be an exchange. Renaming the variables turns $a_d z^d$ into $a_d z^{sd}$, and the result must equal $-P$. Hence $a_{sd}=-a_d$. Since every permutation is a product of exchanges,
$$a_{\sigma d}=\operatorname{sgn}(\sigma)\,a_d .$$
The proof is the same induction, adding one exchange at a time.

```lean
/-- Permuting the orbitals among the particles multiplies the amplitude of a fermionic
wavefunction by the sign of the permutation. -/
theorem amplitude_perm {N : ℕ} {P : MvPolynomial (Fin N) ℂ} (hP : IsFermionic P)
    (σ : Equiv.Perm (Fin N)) (d : Fin N →₀ ℕ) :
    coeff (Finsupp.mapDomain σ d) P = ((Equiv.Perm.sign σ : ℤ) : ℂ) * coeff d P := by
  induction σ using Equiv.Perm.swap_induction_on with
  | one => simp [Equiv.Perm.coe_one, Finsupp.mapDomain_id]
  | swap_mul f x y hxy ih =>
    -- one further exchange contributes one further minus sign
    have h := coeff_rename_mapDomain (Equiv.swap x y) (Equiv.swap x y).injective P
      (Finsupp.mapDomain f d)
    rw [hP x y hxy, coeff_neg, ih] at h
    rw [Equiv.Perm.coe_mul, Finsupp.mapDomain_comp, Equiv.Perm.sign_mul,
      Equiv.Perm.sign_swap hxy]
    push_cast
    linear_combination -h
```

If $d_i=d_j$ with $i\neq j$, exchanging $i$ and $j$ leaves $d$ unchanged. Then $a_d=-a_d$, so $a_d=0$: this is the Pauli principle. In Lean, `hfix` says that $d$ is unchanged, and the last line divides by 2.

```lean
/-- Pauli principle: in every monomial that occurs in a fermionic wavefunction, different
particles sit in different orbitals. -/
theorem pauli {N : ℕ} {P : MvPolynomial (Fin N) ℂ} (hP : IsFermionic P)
    {d : Fin N →₀ ℕ} (hd : coeff d P ≠ 0) : Function.Injective d := by
  intro i j hij
  by_contra hne
  -- exchanging two particles in the same orbital leaves the monomial unchanged
  have hfix : Finsupp.mapDomain (Equiv.swap i j) d = d := by
    ext k
    rw [Finsupp.mapDomain_equiv_apply, Equiv.symm_swap]
    by_cases hi : k = i
    · rw [hi, Equiv.swap_apply_left, hij]
    · by_cases hj : k = j
      · rw [hj, Equiv.swap_apply_right, hij]
      · rw [Equiv.swap_apply_of_ne_of_ne hi hj]
  have h := amplitude_perm hP (Equiv.swap i j) d
  rw [hfix, Equiv.Perm.sign_swap hne] at h
  push_cast at h
  apply hd
  linear_combination h / 2
```

Without antisymmetry, the constant polynomial 1 meets the degree bound for $N\ge2$ but is not a multiple of $\Delta$.

## As many orbitals as particles

The condition `degreeOf i P < N` leaves exactly the $N$ orbitals $1,z,\dots,z^{N-1}$. It stands for a finite droplet with a sharp cutoff in angular momentum, which is imposed and not derived from a confining potential.

The filled level must first be expanded in occupations. In the determinant of the matrix with entries $z_i^j$, subtract $z_0$ times each column from the next, working from right to left. The first row becomes $(1,0,\dots,0)$, and each later row $i$ yields a factor $z_i-z_0$, leaving the same determinant in one variable fewer. Repeating this gives
$$\Delta=\det(z_i^j)=\sum_\sigma \operatorname{sgn}(\sigma)\prod_i z_{\sigma(i)}^{\,i}
=\sum_\sigma \operatorname{sgn}(\sigma)\,z^{\sigma\lambda}.$$
Lean takes the determinant identity from Mathlib and relabels the product to reach the last form.

```lean
/-- The filled level is the Slater determinant of the orbitals `1, z, ..., z ^ (N - 1)`, written
out as a signed sum over permutations. -/
theorem filledLevel_eq_slater (N : ℕ) :
    filledLevel N = ∑ σ : Equiv.Perm (Fin N),
      monomial (Finsupp.mapDomain σ (ladder N)) ((Equiv.Perm.sign σ : ℤ) : ℂ) := by
  have hdet : filledLevel N =
      (Matrix.vandermonde (X : Fin N → MvPolynomial (Fin N) ℂ)).det :=
    (Matrix.det_vandermonde _).symm
  rw [hdet, Matrix.det_apply']
  refine Finset.sum_congr rfl fun σ _ => ?_
  rw [monomial_eq, Finsupp.prod_fintype _ _ (fun i => pow_zero _), map_intCast]
  congr 1
  -- relabel the particles in the monomial by the permutation
  refine Eq.trans ?_ (Equiv.prod_comp σ _)
  refine Finset.prod_congr rfl fun i _ => ?_
  simp only [ladder_perm_apply, Equiv.symm_apply_apply, Matrix.vandermonde_apply]
```

The expansion shows that no exponent in $\Delta$ exceeds $N-1$. An exchange of particles swaps two rows of the determinant and changes its sign. The coefficient of $z^\lambda$ is 1, so $\Delta\neq0$; Lean instead obtains this from the distinctness of the variables.

```lean
/-- The filled level is a nonzero fermionic wavefunction of degree below `N` in each variable. -/
theorem filledLevel_properties (N : ℕ) :
    filledLevel N ≠ 0 ∧ IsFermionic (filledLevel N) ∧
      ∀ i, degreeOf i (filledLevel N) < N := by
  have hdet : filledLevel N =
      (Matrix.vandermonde (X : Fin N → MvPolynomial (Fin N) ℂ)).det :=
    (Matrix.det_vandermonde _).symm
  refine ⟨?_, ?_, ?_⟩
  · rw [hdet]
    exact Matrix.det_vandermonde_ne_zero_iff.mpr (X_injective)
  · -- exchanging particles exchanges two rows of the determinant
    intro i j hij
    have hrow : (rename (Equiv.swap i j) : MvPolynomial (Fin N) ℂ →ₐ[ℂ] _).mapMatrix
        (Matrix.vandermonde X) = (Matrix.vandermonde X).submatrix (Equiv.swap i j) id :=
      Matrix.ext fun a b => by simp [Matrix.vandermonde_apply]
    rw [hdet, AlgHom.map_det, hrow, Matrix.det_permute, Equiv.Perm.sign_swap hij]
    simp
  · intro i
    rw [degreeOf_lt_iff (Nat.zero_lt_of_lt i.isLt)]
    intro m hm
    by_contra hlt
    apply mem_support_iff.mp hm
    rw [filledLevel_eq_slater, coeff_sum]
    refine Finset.sum_eq_zero fun σ _ => ?_
    rw [coeff_monomial, if_neg]
    intro h
    apply hlt
    rw [← h, ladder_perm_apply]
    exact (σ.symm i).isLt
```

Now suppose $a_d\neq0$. The numbers $d_0,\dots,d_{N-1}$ are distinct by the Pauli principle and lie below $N$ by the degree bound, so they are $0,\dots,N-1$ in some order. Thus $d=\sigma\lambda$ with $\sigma^{-1}(k)=d_k$, and this $\sigma$ is unique. Therefore $a_d=\operatorname{sgn}(\sigma)\,a_\lambda$, and summing over $d$ gives
$$P=a_\lambda\,\Delta .$$
The Lean proof splits on whether $d$ is a rearrangement of $\lambda$. If it is, one term of the Slater sum survives. If it is not, a nonzero amplitude would make `f` an injective map from `Fin N` to itself, hence a permutation, which is a contradiction.

```lean
/-- A fermionic wavefunction of degree below `N` in each variable is the filled level times its
own amplitude on the monomial with particle `i` in orbital `z ^ i`. -/
theorem eq_amplitude_mul_filledLevel {N : ℕ} {P : MvPolynomial (Fin N) ℂ}
    (hP : IsFermionic P) (hdeg : ∀ i, degreeOf i P < N) :
    P = C (coeff (ladder N) P) * filledLevel N := by
  ext d
  rw [filledLevel_eq_slater, coeff_C_mul, coeff_sum]
  simp only [coeff_monomial]
  by_cases h : ∃ τ : Equiv.Perm (Fin N), Finsupp.mapDomain τ (ladder N) = d
  · -- each arrangement of the orbitals comes from exactly one permutation
    obtain ⟨τ, rfl⟩ := h
    rw [Finset.sum_eq_single τ, if_pos rfl, amplitude_perm hP, mul_comm]
    · intro σ _ hne
      refine if_neg fun heq => hne ?_
      have hs : σ.symm = τ.symm := Equiv.ext fun k => Fin.ext (by
        rw [← ladder_perm_apply, ← ladder_perm_apply, heq])
      exact Equiv.symm_bijective.injective hs
    · intro hn
      exact absurd (Finset.mem_univ τ) hn
  · rw [Finset.sum_eq_zero (fun σ _ => if_neg fun heq => h ⟨σ, heq⟩), mul_zero]
    by_contra hne
    -- N particles in N orbitals without double occupation fill every orbital
    have hlt : ∀ i, d i < N := fun i =>
      lt_of_le_of_lt (monomial_le_degreeOf i (mem_support_iff.mpr hne)) (hdeg i)
    let f : Fin N → Fin N := fun i => ⟨d i, hlt i⟩
    have hf : Function.Injective f := fun i j hij =>
      pauli hP hne (congrArg Fin.val hij)
    let e : Equiv.Perm (Fin N) := Equiv.ofBijective f (Finite.injective_iff_bijective.mp hf)
    refine h ⟨e.symm, ?_⟩
    ext k
    rw [ladder_perm_apply]
    rfl
```

The final equivalence adds the converse: multiplying $\Delta$ by a constant preserves antisymmetry and the degree bound. The constant $c$ may be zero.

```lean
/-- Uniqueness of the filled lowest Landau level: the fermionic wavefunctions of degree at most
`N - 1` in each of the `N` variables are exactly the constant multiples of the product of
`z_j - z_i` over `i < j`. -/
theorem filledLevel_unique {N : ℕ} (P : MvPolynomial (Fin N) ℂ) :
    (IsFermionic P ∧ ∀ i, degreeOf i P < N) ↔ ∃ c : ℂ, P = C c * filledLevel N := by
  constructor
  · rintro ⟨hP, hdeg⟩
    exact ⟨_, eq_amplitude_mul_filledLevel hP hdeg⟩
  · rintro ⟨c, rfl⟩
    obtain ⟨-, hF, hdeg⟩ := filledLevel_properties N
    refine ⟨fun i j hij => ?_, fun i => ?_⟩
    · rw [map_mul, rename_C, hF i j hij, mul_neg]
    · have h := degreeOf_mul_le i (C c) (filledLevel N)
      rw [degreeOf_C, zero_add] at h
      exact lt_of_le_of_lt h (hdeg i)
```

Without the degree bound, uniqueness fails for every $N\ge1$: $(z_0+\cdots+z_{N-1})\,\Delta$ is still fermionic, but is not a constant multiple of $\Delta$.

## Fewer orbitals than particles

If only $M<N$ orbitals are available, a nonzero amplitude would place $N$ particles injectively into $M$ orbitals. Every amplitude therefore vanishes. The proof is this count, and the hypothesis `hMN` enters only at its end. At $M=N$ the conclusion fails, because $\Delta$ itself is allowed.

```lean
/-- With only `M < N` orbitals `1, z, ..., z ^ (M - 1)` available, the only fermionic
wavefunction of `N` particles is zero. -/
theorem eq_zero_of_too_few_orbitals {N M : ℕ} (hMN : M < N) {P : MvPolynomial (Fin N) ℂ}
    (hP : IsFermionic P) (hdeg : ∀ i, degreeOf i P < M) : P = 0 := by
  ext d
  rw [coeff_zero]
  by_contra hne
  have hlt : ∀ i, d i < M := fun i =>
    lt_of_le_of_lt (monomial_le_degreeOf i (mem_support_iff.mpr hne)) (hdeg i)
  -- the particles would have to be placed injectively into fewer orbitals
  have hcard := Fintype.card_le_of_injective (fun i : Fin N => (⟨d i, hlt i⟩ : Fin M))
    (fun i j hij => pauli hP hne (congrArg Fin.val hij))
  rw [Fintype.card_fin, Fintype.card_fin] at hcard
  omega

end

end FilledLandauLevel
```

```lean
#print axioms FilledLandauLevel.filledLevel_unique
#print axioms FilledLandauLevel.eq_zero_of_too_few_orbitals
```

```
'FilledLandauLevel.filledLevel_unique' depends on axioms: [propext, Classical.choice, Quot.sound]
'FilledLandauLevel.eq_zero_of_too_few_orbitals' depends on axioms: [propext, Classical.choice, Quot.sound]
```

## The state in a numerical calculation

In exact diagonalisation restricted to these $N$ orbitals, the $N$-fermion space has dimension one, so any interaction projected into it is a single number. Mixing with other orbitals or Landau levels is absent from this finite model.

In Monte Carlo sampling, the product form gives $\log|\Delta|=\sum_{i<j}\log|z_j-z_i|$ without evaluating a determinant. The polynomial $\Delta$ is unnormalised; the normalised state is
$$\Psi=\frac{\Delta\,e^{-\sum_i|z_i|^2/4}}{\sqrt{N!\,\prod_{m=0}^{N-1}2\pi\,2^m\,m!}} .$$

## The same state as an exterior power

The fermionic space could also be modelled as the $N$-th exterior power of an $N$-dimensional orbital space. Antisymmetry would then be built in, and uniqueness would be the statement that this power is one-dimensional, for any choice of orbitals. The explicit product of $z_j-z_i$ would still need the determinant identity for the orbitals $z^m$.
